# The blue-moon metric of an interatomic distance and of a noncollinear bond angle

A molecular dynamics run can hold a coordinate $\xi$, such as a distance or an angle, at a chosen value by a constraint. The constraint also sets the velocity $\dot\xi$ to zero, and this can change the relative weights with which configurations are sampled. In classical dynamics at constant temperature with $\xi$ as the only constraint, averages of functions of the positions are corrected by the weight $Z^{-1/2}$, where

$$Z=\sum_k \frac{|\nabla_k\xi|^2}{m_k}.$$

Here $k$ runs over the atoms, $m_k>0$ is the mass of atom $k$, and $\nabla_k$ is the gradient with respect to its position $x_k$. If $Z$ is the same in all sampled configurations, the weight cancels from normalised averages. Whether it does so depends on the coordinate.

## Two values of Z

For the distance between atoms $i$ and $j$ at different positions,

$$Z=\frac1{m_i}+\frac1{m_j}.$$

For the angle $\theta$ at atom $j$ between noncollinear bonds to atoms $i$ and $l$, of lengths $a$ and $b$,

$$Z=\frac1{m_i a^2}+\frac1{m_l b^2}+\frac1{m_j}\left(\frac1{a^2}+\frac1{b^2}-\frac{2\cos\theta}{ab}\right).$$

Both values are positive. The first is a constant. The second depends on the bond lengths as well as on $\theta$, so it can vary during a run that fixes only $\theta$.

## Gradients of the distance and the angle

Write $u=x_i-x_j$ and $v=x_l-x_j$, so that $a=|u|$ and $b=|v|$. If atom $k$ alone moves by $w$, then $u$ changes by $\sigma_k w$ and $v$ by $\tau_k w$, with

$$\sigma_k=\delta_{ik}-\delta_{jk},\qquad \tau_k=\delta_{lk}-\delta_{jk}.$$

For the distance, $d|u|=u\cdot du/a$, hence $\nabla_k|u|=\sigma_k u/a$. Its squared norm is $\sigma_k^2$, which is 1 for $k=i$ and $k=j$ and 0 for every other atom. Dividing by the masses and summing gives $1/m_i+1/m_j$.

For the angle, differentiate $\cos\theta=u\cdot v/(ab)$:

$$-\sin\theta\,d\theta=\frac{v\cdot du+u\cdot dv}{ab}-\cos\theta\left(\frac{u\cdot du}{a^2}+\frac{v\cdot dv}{b^2}\right).$$

The bonds are noncollinear, so $\sin\theta\neq0$ and we may divide by it. This gives $d\theta=p\cdot du+q\cdot dv$ with the bending vectors

$$p=\frac1{\sin\theta}\left(\frac{\cos\theta}{a^2}u-\frac1{ab}v\right),\qquad q=\frac1{\sin\theta}\left(\frac{\cos\theta}{b^2}v-\frac1{ab}u\right),$$

and therefore $\nabla_k\theta=\sigma_k p+\tau_k q$. With $u\cdot v=ab\cos\theta$,

$$|p|^2=\frac{1}{\sin^2\theta}\,\frac{\cos^2\theta-2\cos^2\theta+1}{a^2}=\frac1{a^2},$$

and likewise $|q|^2=1/b^2$. The cross term is

$$p\cdot q=\frac{1}{\sin^2\theta}\,\frac{\cos^3\theta-2\cos\theta+\cos\theta}{ab}=-\frac{\cos\theta}{ab}.$$

The gradients are $p$ for atom $i$, $q$ for atom $l$ and $-(p+q)$ for atom $j$. Their squared norms are $1/a^2$, $1/b^2$ and $1/a^2+1/b^2-2\cos\theta/(ab)$, and the weighted sum is the stated $Z$. The terms of the end atoms are positive and that of the central atom is a square divided by a mass, so $Z>0$.

## Atoms, coordinates and the metric in Lean

The finite type `ι` labels the atoms, and a configuration is a function `x : ι → V`. The space `V` is any complete real inner product space, which includes Euclidean 3-space. Positions are plain vectors, so periodic images are not modelled.

```lean
import Mathlib

open InnerProductGeometry

namespace BlueMoonMetric

noncomputable section

variable {ι V : Type*} [Fintype ι] [DecidableEq ι]
  [NormedAddCommGroup V] [InnerProductSpace ℝ V] [CompleteSpace V]
```

The metric is defined for an arbitrary coordinate `ξ`. The expression `Function.update x k z` is the configuration `x` with atom `k` moved to `z`, so the gradient is exactly $\nabla_k\xi$. Mathlib's `gradient` returns zero where a function is not differentiable; the proofs below establish differentiability first, so this default never enters the results.

```lean
/-- The blue-moon metric of a coordinate `ξ`: the sum over atoms of the squared gradient
with respect to the position of that atom, divided by its (nonzero) mass. -/
def blueMoonZ (m : ι → ℝ) (ξ : (ι → V) → ℝ) (x : ι → V) : ℝ :=
  ∑ k, ‖gradient (fun z => ξ (Function.update x k z)) (x k)‖ ^ 2 / m k
```

The two coordinates follow. Mathlib's `angle` is the unoriented angle, with values in $[0,\pi]$, and the middle argument of `bondAngle` is the atom at the vertex.

```lean
/-- The distance between atoms `i` and `j`. -/
def bondLength (i j : ι) (x : ι → V) : ℝ := ‖x i - x j‖

/-- The angle at atom `j` between the bonds to atoms `i` and `l`. -/
def bondAngle (i j l : ι) (x : ι → V) : ℝ := angle (x i - x j) (x l - x j)
```

The coefficient $\sigma_k$ is `shift i j k`, and $\tau_k$ is `shift l j k`.

```lean
/-- The coefficient with which a displacement of atom `k` enters the bond from `j` to `i`. -/
def shift (i j k : ι) : ℝ := (if i = k then 1 else 0) - (if j = k then 1 else 0)
```

The bending vectors are $p$ = `bend u v` and $q$ = `bend v u`.

```lean
/-- The bending vector of bond `u` against bond `v`, for nonzero, noncollinear `u`, `v`. -/
def bend (u v : V) : V :=
  (Real.sin (angle u v))⁻¹ •
    ((Real.cos (angle u v) / ‖u‖ ^ 2) • u - (1 / (‖u‖ * ‖v‖)) • v)
```

## Sums over atoms and derivatives of bonds

The first lemma carries out the inverse-mass-weighted sums of $\sigma_k^2$, $\tau_k^2$ and $\sigma_k\tau_k$ in one statement. Two bonds that share atom $j$ always overlap there, which gives $1/m_j$; they overlap at the other end only if $i=l$. The proof checks the summand case by case and then sums.

```lean
/-- The inverse-mass-weighted overlap of the displacement coefficients of two bonds that
share atom `j`. -/
theorem sum_shift (m : ι → ℝ) {i j l : ι} (hij : i ≠ j) (hlj : l ≠ j) :
    ∑ k, shift i j k * shift l j k / m k = (if i = l then 1 / m i else 0) + 1 / m j := by
  have term : ∀ k, shift i j k * shift l j k / m k =
      (if i = k then (if i = l then 1 / m i else 0) else 0) + (if j = k then 1 / m k else 0) := by
    intro k
    unfold shift
    split_ifs <;> simp_all
  simp only [term, Finset.sum_add_distrib, Finset.sum_ite_eq, Finset.mem_univ, ↓reduceIte]
```

Next comes the response of a bond vector to the motion of one atom. As a function of `z` the bond is a constant plus `shift i j k • z`, so its derivative is that multiple of the identity.

```lean
omit [Fintype ι] [CompleteSpace V] in
/-- The derivative of a bond vector with respect to the position of atom `k`. -/
theorem hasFDerivAt_bond (x : ι → V) (i j k : ι) :
    HasFDerivAt (fun z => Function.update x k z i - Function.update x k z j)
      (shift i j k • ContinuousLinearMap.id ℝ V) (x k) := by
  have e : (fun z => Function.update x k z i - Function.update x k z j) =
      fun z => (x i - x j - shift i j k • x k) + shift i j k • z := by
    funext z
    simp only [Function.update_apply, shift]
    split_ifs <;> subst_vars <;> module
  rw [e]
  exact ((hasFDerivAt_id (x k)).const_smul (shift i j k)).const_add _
```

A derivative is a linear map, whereas a gradient is a vector. The following lemma passes from one to the other: if the derivative acts on every displacement `w` as the inner product with `g`, then `g` is the gradient.

```lean
/-- A derivative that acts as the inner product with `g` has gradient `g`. -/
theorem hasGradientAt_of_apply {f : V → ℝ} {L : V →L[ℝ] ℝ} {g y : V}
    (h : HasFDerivAt f L y) (hL : ∀ w, L w = inner ℝ g w) : HasGradientAt f g y := by
  rw [hasGradientAt_iff_hasFDerivAt]
  have e : InnerProductSpace.toDual ℝ V g = L := ContinuousLinearMap.ext fun w => (hL w).symm
  rwa [e]
```

The gradient of a length is obtained by differentiating $\sqrt{|f|^2}$, where the bond vector `f` responds to a displacement with coefficient `s`. The result is $s f/|f|$, the formula $\sigma_k u/a$ found above.

```lean
/-- The gradient of the length of a nonzero bond vector that shifts by `s` times the
displacement. -/
theorem hasGradientAt_length {f : V → V} {y : V} {s : ℝ}
    (hf : HasFDerivAt f (s • ContinuousLinearMap.id ℝ V) y) (h : f y ≠ 0) :
    HasGradientAt (fun z => ‖f z‖) ((s / ‖f y‖) • f y) y := by
  have hn : ‖f y‖ ≠ 0 := norm_ne_zero_iff.2 h
  have h2 := hf.norm_sq.sqrt (pow_ne_zero 2 hn)
  simp only [Real.sqrt_sq (norm_nonneg _)] at h2
  refine hasGradientAt_of_apply h2 fun w => ?_
  change (1 / (2 * ‖f y‖)) * ((2 : ℕ) • inner ℝ (f y) (s • w)) = _
  rw [real_inner_smul_left, real_inner_smul_right, nsmul_eq_mul]
  push_cast
  field_simp
```

The angle is treated as the arccosine of the normalised inner product. The arccosine is differentiable only away from $\pm1$, and `h1` and `h2` derive this from $\sin\theta\neq0$. The chain and product rules then give the long expression after `change`, which `field_simp` and `ring` identify with the inner product of $s\,p+t\,q$ and `w`.

```lean
/-- The gradient of the angle between two noncollinear bond vectors that shift by `s` and `t` times
the displacement is the combination of their bending vectors with coefficients `s` and `t`. -/
theorem hasGradientAt_angle {f g : V → V} {y : V} {s t : ℝ}
    (hf : HasFDerivAt f (s • ContinuousLinearMap.id ℝ V) y)
    (hg : HasFDerivAt g (t • ContinuousLinearMap.id ℝ V) y)
    (hu : f y ≠ 0) (hv : g y ≠ 0) (hsin : Real.sin (angle (f y) (g y)) ≠ 0) :
    HasGradientAt (fun z => angle (f z) (g z))
      (s • bend (f y) (g y) + t • bend (g y) (f y)) y := by
  have ha : ‖f y‖ ≠ 0 := norm_ne_zero_iff.2 hu
  have hb : ‖g y‖ ≠ 0 := norm_ne_zero_iff.2 hv
  have hs : Real.sin (angle (f y) (g y)) =
      Real.sqrt (1 - (inner ℝ (f y) (g y) / (‖f y‖ * ‖g y‖)) ^ 2) := Real.sin_arccos _
  rw [div_eq_mul_inv] at hs
  have h1 : inner ℝ (f y) (g y) * (‖f y‖ * ‖g y‖)⁻¹ ≠ -1 :=
    fun hc => hsin (by rw [hs, hc]; norm_num)
  have h2 : inner ℝ (f y) (g y) * (‖f y‖ * ‖g y‖)⁻¹ ≠ 1 :=
    fun hc => hsin (by rw [hs, hc]; norm_num)
  have hd : HasFDerivAt (fun z => ‖f z‖ * ‖g z‖) _ y :=
    (hasGradientAt_length hf hu).hasFDerivAt.mul (hasGradientAt_length hg hv).hasFDerivAt
  have hi := (hasDerivAt_inv (mul_ne_zero ha hb)).comp_hasFDerivAt y hd
  have h := (Real.hasDerivAt_arccos h1 h2).comp_hasFDerivAt y ((hf.inner ℝ hg).mul hi)
  have e : (fun z => angle (f z) (g z)) =
      fun z => Real.arccos (inner ℝ (f z) (g z) * (‖f z‖ * ‖g z‖)⁻¹) := by
    funext z
    rw [angle, div_eq_mul_inv]
  rw [e]
  refine hasGradientAt_of_apply h fun w => ?_
  -- chain rule for the arccosine of the normalised inner product
  change -(1 / Real.sqrt (1 - (inner ℝ (f y) (g y) * (‖f y‖ * ‖g y‖)⁻¹) ^ 2)) *
    (inner ℝ (f y) (g y) * (-((‖f y‖ * ‖g y‖) ^ 2)⁻¹ *
      (‖f y‖ * inner ℝ ((t / ‖g y‖) • g y) w + ‖g y‖ * inner ℝ ((s / ‖f y‖) • f y) w))
      + (‖f y‖ * ‖g y‖)⁻¹ * (inner ℝ (f y) (t • w) + inner ℝ (s • w) (g y))) = _
  rw [← hs, ← cos_angle_mul_norm_mul_norm (f y) (g y)]
  unfold bend
  rw [angle_comm (g y) (f y)]
  simp only [inner_add_left, inner_sub_left, real_inner_smul_left, real_inner_smul_right]
  rw [real_inner_comm (g y) w]
  field_simp
  ring
```

The squared norm of $s\,p+t\,q$ contains $|p|^2$, $|q|^2$ and $p\cdot q$ together. After expansion every term carries the factor $1-\cos^2\theta$, which cancels the $\sin^2\theta$ in the denominator; the `calc` block makes this step explicit.

```lean
omit [CompleteSpace V] in
/-- The squared norm of a combination of the two bending vectors. -/
theorem norm_sq_bend (u v : V) (s t : ℝ) (hu : u ≠ 0) (hv : v ≠ 0)
    (hsin : Real.sin (angle u v) ≠ 0) :
    ‖s • bend u v + t • bend v u‖ ^ 2 = s ^ 2 / ‖u‖ ^ 2 + t ^ 2 / ‖v‖ ^ 2
      - 2 * s * t * Real.cos (angle u v) / (‖u‖ * ‖v‖) := by
  have ha : ‖u‖ ≠ 0 := norm_ne_zero_iff.2 hu
  have hb : ‖v‖ ≠ 0 := norm_ne_zero_iff.2 hv
  have hc := (cos_angle_mul_norm_mul_norm u v).symm
  have hS : 1 - Real.cos (angle u v) ^ 2 = Real.sin (angle u v) ^ 2 := by
    linarith [Real.sin_sq_add_cos_sq (angle u v)]
  rw [← real_inner_self_eq_norm_sq]
  unfold bend
  rw [angle_comm v u]
  simp only [inner_add_left, inner_add_right, inner_sub_left, inner_sub_right,
    real_inner_smul_left, real_inner_smul_right]
  simp only [real_inner_self_eq_norm_sq]
  rw [real_inner_comm u v, hc]
  generalize Real.cos (angle u v) = c at *
  generalize Real.sin (angle u v) = S at *
  generalize ‖u‖ = a at *
  generalize ‖v‖ = b at *
  -- every term carries the factor 1 - cos², which cancels sin²
  calc _ = (1 - c ^ 2) / S ^ 2 * (s ^ 2 / a ^ 2 + t ^ 2 / b ^ 2 - 2 * s * t * c / (a * b)) := by
        field_simp
        ring
    _ = _ := by rw [hS, div_self (pow_ne_zero 2 hsin), one_mul]
```

## The distance theorem

The hypothesis `h : x i ≠ x j` says that the two atoms sit at different positions, which also makes their labels different. All masses are assumed positive through `hm`. The conclusion joins the value of $Z$ to its positivity, for a system with any finite number of further atoms, including none.

In the proof, `hZ` replaces each squared gradient by $\sigma_k^2$, and `sum_shift` with both bonds equal evaluates the sum.

```lean
/-- For the distance of two atoms at different positions, with all masses positive, the blue-moon
metric is the sum of the inverse masses of these two atoms, and it is positive. -/
theorem blueMoonZ_bondLength (m : ι → ℝ) (hm : ∀ k, 0 < m k) (x : ι → V) (i j : ι)
    (h : x i ≠ x j) :
    blueMoonZ m (bondLength i j) x = 1 / m i + 1 / m j ∧
      0 < blueMoonZ m (bondLength i j) x := by
  have hij : i ≠ j := fun e => h (by rw [e])
  have hu := sub_ne_zero.2 h
  have hZ : blueMoonZ m (bondLength i j) x = ∑ k, shift i j k * shift i j k / m k := by
    refine Finset.sum_congr rfl fun k _ => ?_
    have hg := hasGradientAt_length (hasFDerivAt_bond x i j k)
      (by simpa only [Function.update_eq_self] using hu)
    simp only [Function.update_eq_self] at hg
    simp only [bondLength]
    rw [hg.gradient, norm_smul, norm_div, norm_norm,
      div_mul_cancel₀ _ (norm_ne_zero_iff.2 hu), Real.norm_eq_abs, sq_abs, sq]
  simp only [hZ, sum_shift m hij hij, ↓reduceIte, true_and]
  exact add_pos (one_div_pos.2 (hm i)) (one_div_pos.2 (hm j))
```

## The angle theorem

As before, `hm` says that all masses are positive. The hypothesis `h` now states that the three positions do not lie on a line. This excludes coinciding atoms as well as $\theta=0$ and $\theta=\pi$, so a straight arrangement such as a linear triatomic molecule is not covered. The hypotheses `ha`, `hb` and `hθ` only name the bond lengths and the angle. The theorem evaluates $Z$; the reweighting by $Z^{-1/2}$ is background from statistical mechanics.

The proof first extracts from `h` that the bonds are nonzero, the labels distinct and the sine nonzero. Then `hZ` inserts the gradient and its squared norm for each atom, which splits $Z$ into the three sums handled by `sum_shift`. Since $i\neq l$, the mixed sum leaves only $1/m_j$, the source of the cosine term. For positivity, `hbr` obtains the sign of the central atom's bracket from $|p+q|^2\ge0$, and the two end atoms supply strictly positive terms.

```lean
/-- The blue-moon metric of the angle `θ` at atom `j` between noncollinear bonds of lengths
`a` and `b`; it is positive. -/
theorem blueMoonZ_bondAngle (m : ι → ℝ) (hm : ∀ k, 0 < m k) (x : ι → V) (i j l : ι)
    (h : ¬ Collinear ℝ {x i, x j, x l}) {a b θ : ℝ} (ha : bondLength i j x = a)
    (hb : bondLength l j x = b) (hθ : bondAngle i j l x = θ) :
    blueMoonZ m (bondAngle i j l) x = 1 / (m i * a ^ 2) + 1 / (m l * b ^ 2)
      + (1 / a ^ 2 + 1 / b ^ 2 - 2 * Real.cos θ / (a * b)) / m j ∧
      0 < blueMoonZ m (bondAngle i j l) x := by
  have hu := sub_ne_zero.2 (ne₁₂_of_not_collinear h)
  have hv := sub_ne_zero.2 (ne₂₃_of_not_collinear h).symm
  have hij : i ≠ j := fun e => ne₁₂_of_not_collinear h (by rw [e])
  have hlj : l ≠ j := fun e => ne₂₃_of_not_collinear h (by rw [e])
  have hil : i ≠ l := fun e => ne₁₃_of_not_collinear h (by rw [e])
  have hsin : Real.sin (angle (x i - x j) (x l - x j)) ≠ 0 :=
    (EuclideanGeometry.sin_pos_of_not_collinear h).ne'
  have hsq := fun s t : ℝ => norm_sq_bend (x i - x j) (x l - x j) s t hu hv hsin
  have pa : 0 < a := ha ▸ norm_pos_iff.2 hu
  have pb : 0 < b := hb ▸ norm_pos_iff.2 hv
  unfold bondLength at ha hb
  unfold bondAngle at hθ
  simp only [ha, hb, hθ] at hsq
  have hZ : blueMoonZ m (bondAngle i j l) x =
      ∑ k, (shift i j k * shift i j k / m k * (1 / a ^ 2)
        + shift l j k * shift l j k / m k * (1 / b ^ 2)
        - shift i j k * shift l j k / m k * (2 * Real.cos θ / (a * b))) := by
    refine Finset.sum_congr rfl fun k _ => ?_
    have hg := hasGradientAt_angle (hasFDerivAt_bond x i j k) (hasFDerivAt_bond x l j k)
      (by simpa only [Function.update_eq_self] using hu)
      (by simpa only [Function.update_eq_self] using hv)
      (by simpa only [Function.update_eq_self] using hsin)
    simp only [Function.update_eq_self] at hg
    simp only [bondAngle]
    rw [hg.gradient, hsq]
    ring
  have key : ∀ {Z F : ℝ}, Z = F → 0 < F → Z = F ∧ 0 < Z := fun e p => ⟨e, p.trans_eq e.symm⟩
  refine key ?_ ?_
  · rw [hZ]
    simp only [Finset.sum_sub_distrib, Finset.sum_add_distrib, ← Finset.sum_mul,
      sum_shift m hij hij, sum_shift m hlj hlj, sum_shift m hij hlj, hil, ↓reduceIte]
    ring
  · -- the bracket of the central atom is a squared norm
    have h0 := sq_nonneg ‖(1 : ℝ) • bend (x i - x j) (x l - x j)
      + (1 : ℝ) • bend (x l - x j) (x i - x j)‖
    rw [hsq] at h0
    have hbr : 0 ≤ 1 / a ^ 2 + 1 / b ^ 2 - 2 * Real.cos θ / (a * b) := by
      linear_combination h0
    have h1 := one_div_pos.2 (mul_pos (hm i) (pow_pos pa 2))
    have h2 := one_div_pos.2 (mul_pos (hm l) (pow_pos pb 2))
    have h3 := div_nonneg hbr (hm j).le
    linarith

end

end BlueMoonMetric
```

```lean
#print axioms BlueMoonMetric.blueMoonZ_bondLength
#print axioms BlueMoonMetric.blueMoonZ_bondAngle
```

```
'BlueMoonMetric.blueMoonZ_bondLength' depends on axioms: [propext, Classical.choice, Quot.sound]
'BlueMoonMetric.blueMoonZ_bondAngle' depends on axioms: [propext, Classical.choice, Quot.sound]
```
